# Memory friction and initial slip from a finite bath of harmonic oscillators

## Particle, bath and sign conventions

A particle with coordinate q(t) is coupled linearly to oscillators that stand for its surroundings. One such oscillator has unit mass, angular frequency w (usually written ω), position x and velocity v. The particle drives it with the force c q(t), where c is the coupling constant:

x′ = v, v′ = c q − w² x.

The frequency must be nonzero. Physically, the oscillator then has a restoring force, and for a particle held at q it has the equilibrium position c q/w².

The particle has mass m, velocity u = q′ and acceleration a = u′. It feels an external force f(q) and the forces of finitely many oscillators, labelled by j:

m a = f(q) + Σⱼ cⱼ (xⱼ − cⱼ q/wⱼ²).

The part −cⱼ² q/wⱼ² is the counter-term. It cancels the static force with which a fully relaxed bath would otherwise change the particle's potential.

Two functions of time describe the bath. The memory kernel is

γ(t) = Σⱼ (cⱼ²/wⱼ²) cos(wⱼ t),

and the force of the freely evolving bath is

F(t) = Σⱼ cⱼ [xⱼ(0) cos(wⱼ t) + vⱼ(0) sin(wⱼ t)/wⱼ].

Here γ is not divided by m, as it is in some texts.

## The displacement and the equation for the particle

If q is continuously differentiable, the driven oscillator obeys

x(t) = (x(0) − c q(0)/w²) cos(wt) + v(0) sin(wt)/w + c q(t)/w² − (c/w²) ∫₀ᵗ cos(w(t−s)) u(s) ds.

Putting this into the particle's equation for every mode gives the generalized Langevin equation

m a(t) + ∫₀ᵗ γ(t−s) u(s) ds = f(q(t)) + F(t) − γ(t) q(0).

The integral is the memory friction, and −γ(t) q(0) is the initial slip. F is a definite function of the initial bath data; no temperature or noise statistics enter.

## Bath sampling and the slip term

A code can replace the explicit bath oscillators of this model by the memory kernel and compute F from sampled initial bath data. The treatment of the slip then depends on which initial positions enter F. If F is computed from the positions xⱼ(0) themselves, the term −γ(t) q(0) has to be included. If F is computed from the displacements xⱼ(0) − cⱼ q(0)/wⱼ², the slip is already contained in it, and subtracting it again counts it twice.

In quantum Brownian motion the Heisenberg equations of a harmonic bath have the same linear form, whereas the theorems below concern real-valued classical trajectories and finitely many modes.

## Derivation by free propagation

Fix the final time t. Let y(s) = x(s) − c q(s)/w² be the displacement from the instantaneous equilibrium. Then

y′ = v − c u/w², v′ = −w² y.

Propagate y and v freely from s to t:

P(s) = cos(w(t−s)) y(s) + sin(w(t−s)) v(s)/w.

The product rule gives

P′(s) = w sin(w(t−s)) y + cos(w(t−s)) (v − c u/w²) − cos(w(t−s)) v − w sin(w(t−s)) y
= −(c/w²) cos(w(t−s)) u(s).

With a fixed equilibrium P would be constant; only the motion of the equilibrium changes it. At the endpoints,

P(t) = y(t), P(0) = y(0) cos(wt) + v(0) sin(wt)/w.

Integrating P′ from 0 to t and adding c q(t)/w² gives the displacement formula.

For the coupled system, multiply the formula for mode j by cⱼ and move the instantaneous equilibrium to the left:

cⱼ (xⱼ(t) − cⱼ q(t)/wⱼ²) = cⱼ [xⱼ(0) cos(wⱼ t) + vⱼ(0) sin(wⱼ t)/wⱼ] − (cⱼ²/wⱼ²) cos(wⱼ t) q(0) − (cⱼ²/wⱼ²) ∫₀ᵗ cos(wⱼ(t−s)) u(s) ds.

The sum over j is F(t) − γ(t) q(0) − ∫₀ᵗ γ(t−s) u(s) ds, and Newton's equation becomes the Langevin equation. Replacing xⱼ(0) by xⱼ(0) − cⱼ q(0)/wⱼ² in F changes F by exactly −γ(t) q(0), which absorbs the slip.

A driven motion exists for any initial values x₀ and v₀ and any continuous q. With A(t) = ∫₀ᵗ cos(ws) q(s) ds and B(t) = ∫₀ᵗ sin(ws) q(s) ds, take

x = x₀ cos(wt) + (v₀/w) sin(wt) + (c/w) [sin(wt) A − cos(wt) B].

In x′ the terms with A′ and B′ cancel. In x″ they add up to c q (cos² + sin²) = c q, and the remaining terms are −w² x.

## The Lean file

```lean
import Mathlib

open Real (cos sin)

namespace BathMemoryFriction

noncomputable section

/-- A unit-mass oscillator of frequency `w` with position `x` and velocity `v`, driven by the
force `c q(t)`: `x' = v` and `v' = c q - w² x`. -/
def IsDrivenOscillator (w c : ℝ) (q x v : ℝ → ℝ) : Prop :=
  ∀ t, HasDerivAt x (v t) t ∧ HasDerivAt v (c * q t - w ^ 2 * x t) t

/-- For a continuous drive and nonzero frequency, a driven motion exists for every initial
position and velocity. -/
theorem exists_driven_motion {w : ℝ} (hw : w ≠ 0) (c : ℝ) {q : ℝ → ℝ} (hq : Continuous q)
    (x₀ v₀ : ℝ) :
    ∃ x v : ℝ → ℝ, IsDrivenOscillator w c q x v ∧ x 0 = x₀ ∧ v 0 = v₀ := by
  -- the two quadratures of the drive
  have hc : Continuous fun s => cos (w * s) * q s := by fun_prop
  have hs : Continuous fun s => sin (w * s) * q s := by fun_prop
  obtain ⟨A, hA0, hA⟩ : ∃ A : ℝ → ℝ, A 0 = 0 ∧ ∀ t, HasDerivAt A (cos (w * t) * q t) t :=
    ⟨fun t => ∫ s in (0 : ℝ)..t, cos (w * s) * q s, by simp,
      fun t => (hc.integral_hasStrictDerivAt 0 t).hasDerivAt⟩
  obtain ⟨B, hB0, hB⟩ : ∃ B : ℝ → ℝ, B 0 = 0 ∧ ∀ t, HasDerivAt B (sin (w * t) * q t) t :=
    ⟨fun t => ∫ s in (0 : ℝ)..t, sin (w * s) * q s, by simp,
      fun t => (hs.integral_hasStrictDerivAt 0 t).hasDerivAt⟩
  obtain ⟨b, hb⟩ : ∃ b, w * b = v₀ := ⟨v₀ / w, mul_div_cancel₀ v₀ hw⟩
  obtain ⟨d, hd⟩ : ∃ d, w * d = c := ⟨c / w, mul_div_cancel₀ c hw⟩
  -- variation of constants
  refine ⟨fun t => x₀ * cos (w * t) + b * sin (w * t)
      + d * (sin (w * t) * A t - cos (w * t) * B t),
    fun t => w * (-x₀ * sin (w * t) + b * cos (w * t)
      + d * (cos (w * t) * A t + sin (w * t) * B t)),
    fun t => ?_, by simp [hA0, hB0], by simp [hA0, hB0, hb]⟩
  have hl : HasDerivAt (fun s => w * s) w t :=
    ((hasDerivAt_id' t).const_mul w).congr_deriv (by ring)
  constructor
  · exact (((hl.cos.const_mul x₀).fun_add (hl.sin.const_mul b)).fun_add
      (((hl.sin.fun_mul (hA t)).fun_sub (hl.cos.fun_mul (hB t))).const_mul d)).congr_deriv
      (by ring)
  · refine ((((hl.sin.const_mul (-x₀)).fun_add (hl.cos.const_mul b)).fun_add
      (((hl.cos.fun_mul (hA t)).fun_add (hl.sin.fun_mul (hB t))).const_mul d)).const_mul
      w).congr_deriv ?_
    linear_combination (w * d * q t) * Real.sin_sq_add_cos_sq (w * t) + q t * hd

/-- For an oscillator driven by the force `c q`, propagate the displacement from the instantaneous
equilibrium `c q(s)/w²` and the velocity freely from time `s` to time `t`. For `w ≠ 0` and
differentiable `q`, the result changes with `s` at the rate `-(c/w²) cos(w(t-s)) q'(s)`. -/
theorem hasDerivAt_propagated {w c : ℝ} (hw : w ≠ 0) {q u x v : ℝ → ℝ}
    (hq : ∀ s, HasDerivAt q (u s) s) (h : IsDrivenOscillator w c q x v) (t s : ℝ) :
    HasDerivAt (fun s => cos (w * (t - s)) * (x s - c * q s / w ^ 2)
      + sin (w * (t - s)) / w * v s) (-(c / w ^ 2) * (cos (w * (t - s)) * u s)) s := by
  have hl : HasDerivAt (fun s => w * (t - s)) (-w) s :=
    (((hasDerivAt_id' s).const_sub t).const_mul w).congr_deriv (by ring)
  have hy := (h s).1.fun_sub (((hq s).const_mul c).div_const (w ^ 2))
  refine ((hl.cos.fun_mul hy).fun_add
    ((hl.sin.div_const w).fun_mul (h s).2)).congr_deriv ?_
  field_simp
  ring

/-- The displacement of a driven oscillator with `w ≠ 0` and continuously differentiable `q`:
free motion about the initially shifted equilibrium, plus the instantaneous equilibrium
`c q(t)/w²`, minus a memory integral over the past velocity `u = q'`. -/
theorem bath_displacement {w c : ℝ} (hw : w ≠ 0) {q u x v : ℝ → ℝ}
    (hq : ∀ s, HasDerivAt q (u s) s) (hu : Continuous u)
    (h : IsDrivenOscillator w c q x v) (t : ℝ) :
    x t = (x 0 - c * q 0 / w ^ 2) * cos (w * t) + v 0 * sin (w * t) / w + c * q t / w ^ 2
      - c / w ^ 2 * ∫ s in (0 : ℝ)..t, cos (w * (t - s)) * u s := by
  have hc : Continuous fun s => -(c / w ^ 2) * (cos (w * (t - s)) * u s) := by fun_prop
  -- integrate the rate of change of the propagated displacement from 0 to t
  have key := intervalIntegral.integral_eq_sub_of_hasDerivAt
    (fun s _ => hasDerivAt_propagated hw hq h t s) (hc.intervalIntegrable 0 t)
  rw [intervalIntegral.integral_const_mul] at key
  simp only [sub_self, mul_zero, sub_zero, Real.cos_zero, Real.sin_zero, zero_div, zero_mul,
    one_mul, add_zero] at key
  linear_combination -key

variable {ι : Type*} [Fintype ι]

/-- The memory-friction kernel `γ(t) = ∑ⱼ (cⱼ²/wⱼ²) cos(wⱼ t)` of a bath with nonzero
frequencies `wⱼ` and couplings `cⱼ`. -/
def memoryKernel (w c : ι → ℝ) (t : ℝ) : ℝ :=
  ∑ j, c j ^ 2 / w j ^ 2 * cos (w j * t)

/-- The force exerted by the freely evolving bath with initial positions `x₀` and velocities
`v₀`, for nonzero frequencies `wⱼ`. -/
def bathForce (w c x₀ v₀ : ι → ℝ) (t : ℝ) : ℝ :=
  ∑ j, c j * (x₀ j * cos (w j * t) + v₀ j * sin (w j * t) / w j)

/-- Newton's equations for a particle of mass `m` in a force field `f`, coupled linearly to
unit-mass oscillators of nonzero frequencies `wⱼ`, with the counter-term `-(cⱼ²/wⱼ²) q` in the
force on the particle. -/
structure CoupledMotion (m : ℝ) (f : ℝ → ℝ) (w c : ι → ℝ) (q u a : ℝ → ℝ)
    (x v : ι → ℝ → ℝ) : Prop where
  velocity : ∀ t, HasDerivAt q (u t) t
  acceleration : ∀ t, HasDerivAt u (a t) t
  newton : ∀ t, m * a t = f (q t) + ∑ j, c j * (x j t - c j * q t / w j ^ 2)
  bath : ∀ j, IsDrivenOscillator (w j) (c j) q (x j) (v j)

/-- The generalized Langevin equation: for nonzero bath frequencies, the particle feels the
external force, memory friction, the force of the free bath, and the initial slip
`-γ(t) q(0)`. -/
theorem generalized_langevin {m : ℝ} {f : ℝ → ℝ} {w c : ι → ℝ} {q u a : ℝ → ℝ}
    {x v : ι → ℝ → ℝ} (hw : ∀ j, w j ≠ 0) (h : CoupledMotion m f w c q u a x v) (t : ℝ) :
    m * a t + ∫ s in (0 : ℝ)..t, memoryKernel w c (t - s) * u s
      = f (q t) + bathForce w c (fun j => x j 0) (fun j => v j 0) t
        - memoryKernel w c t * q 0 := by
  have hu : Continuous u :=
    continuous_iff_continuousAt.2 fun s => (h.acceleration s).continuousAt
  -- the friction integral is a sum over bath modes
  have hI : ∫ s in (0 : ℝ)..t, memoryKernel w c (t - s) * u s
      = ∑ j, c j ^ 2 / w j ^ 2 * ∫ s in (0 : ℝ)..t, cos (w j * (t - s)) * u s := by
    simp only [memoryKernel, Finset.sum_mul, mul_assoc]
    rw [intervalIntegral.integral_finsetSum]
    · simp only [intervalIntegral.integral_const_mul]
    · intro j _
      exact Continuous.intervalIntegrable (by fun_prop) _ _
  -- eliminate each bath mode
  have hs : ∑ j, c j * (x j t - c j * q t / w j ^ 2)
      + ∑ j, c j ^ 2 / w j ^ 2 * ∫ s in (0 : ℝ)..t, cos (w j * (t - s)) * u s
      = bathForce w c (fun j => x j 0) (fun j => v j 0) t - memoryKernel w c t * q 0 := by
    rw [bathForce, memoryKernel, Finset.sum_mul, ← Finset.sum_add_distrib,
      ← Finset.sum_sub_distrib]
    refine Finset.sum_congr rfl fun j _ => ?_
    linear_combination c j * bath_displacement (hw j) h.velocity hu (h.bath j) t
  rw [h.newton t, hI]
  linear_combination hs

/-- For nonzero bath frequencies, the slip term is absorbed into the bath force when the initial
bath positions are measured from their shifted equilibria `cⱼ q(0)/wⱼ²`. -/
theorem langevin_without_slip {m : ℝ} {f : ℝ → ℝ} {w c : ι → ℝ} {q u a : ℝ → ℝ}
    {x v : ι → ℝ → ℝ} (hw : ∀ j, w j ≠ 0) (h : CoupledMotion m f w c q u a x v) (t : ℝ) :
    m * a t + ∫ s in (0 : ℝ)..t, memoryKernel w c (t - s) * u s
      = f (q t)
        + bathForce w c (fun j => x j 0 - c j * q 0 / w j ^ 2) (fun j => v j 0) t := by
  have hs : bathForce w c (fun j => x j 0 - c j * q 0 / w j ^ 2) (fun j => v j 0) t
      = bathForce w c (fun j => x j 0) (fun j => v j 0) t - memoryKernel w c t * q 0 := by
    rw [bathForce, bathForce, memoryKernel, Finset.sum_mul, ← Finset.sum_sub_distrib]
    exact Finset.sum_congr rfl fun j _ => by ring
  rw [generalized_langevin hw h t, hs]
  ring

/-- A particle of mass `1/3` without external force and one bath oscillator with `w = c = 1` can
move as `q = 3 cos 2t`, `x = -cos 2t`. -/
theorem coupledMotion_witness :
    CoupledMotion (ι := Fin 1) (1 / 3) (fun _ => 0) (fun _ => 1) (fun _ => 1)
      (fun t => 3 * cos (2 * t)) (fun t => -6 * sin (2 * t)) (fun t => -12 * cos (2 * t))
      (fun _ t => -cos (2 * t)) (fun _ t => 2 * sin (2 * t)) := by
  have hl : ∀ t : ℝ, HasDerivAt (fun s : ℝ => 2 * s) 2 t := fun t =>
    ((hasDerivAt_id' t).const_mul 2).congr_deriv (by ring)
  refine ⟨fun t => ?_, fun t => ?_, fun t => ?_, fun _ t => ⟨?_, ?_⟩⟩
  · exact ((hl t).cos.const_mul 3).congr_deriv (by ring)
  · exact ((hl t).sin.const_mul (-6)).congr_deriv (by ring)
  · simp only [Finset.univ_unique, Finset.sum_singleton]
    ring
  · exact (hl t).cos.fun_neg.congr_deriv (by ring)
  · exact ((hl t).sin.const_mul 2).congr_deriv (by ring)

end

end BathMemoryFriction
```

```lean
#print axioms BathMemoryFriction.exists_driven_motion
#print axioms BathMemoryFriction.langevin_without_slip
```

```
'BathMemoryFriction.exists_driven_motion' depends on axioms: [propext, Classical.choice, Quot.sound]
'BathMemoryFriction.langevin_without_slip' depends on axioms: [propext, Classical.choice, Quot.sound]
```

## Reading the theorems

`IsDrivenOscillator w c q x v` states the two first-order equations at every real time, with `HasDerivAt` for the derivatives. In `bath_displacement`, `hq` says that `u` is the velocity of `q`, and `hu` that this velocity is continuous. The conclusion holds for every real t, with an oriented integral when t is negative.

`CoupledMotion` collects the particle's velocity and acceleration, its Newton equation and the equations of all bath modes. The finite type `ι` labels the modes and may be empty, in which case the bath terms vanish. `memoryKernel` is γ. `bathForce` is F, with the initial positions and velocities as arguments, so the same definition serves `generalized_langevin` and `langevin_without_slip`. Both theorems leave the sign of m free.

## From the hand calculation to the proof

`hasDerivAt_propagated` is the computation of P′. The product and chain rules supply a derivative, and `field_simp` and `ring` reduce it to the stated rate. `bath_displacement` applies the fundamental theorem of calculus to P, evaluates the endpoints with `simp only`, and rearranges with `linear_combination`.

In `generalized_langevin`, continuity of `u` follows from its differentiability. The step `hI` exchanges the finite sum with the integral, and `hs` adds up the displacement formulas weighted by cⱼ. Newton's equation then finishes the argument. `langevin_without_slip` regroups the initial terms mode by mode.

`exists_driven_motion` is the variation-of-constants solution; its last line uses sin² + cos² = 1.

## A motion for comparison, and the range of validity

`coupledMotion_witness` gives an explicit solution with m = 1/3, no external force and one mode with w = c = 1:

q = 3 cos 2t, x = −cos 2t.

Here γ(t) = cos t and F(t) = −cos t, and the slip is −3 cos t. The Langevin equation therefore fixes the friction integral at 4 cos 2t − 4 cos t, a value against which a numerical convolution can be compared.

For general f, the existence of a coupled motion is assumed: the Langevin theorems start from a given solution, defined for all real times. They describe continuous time and give no error bound for a finite time step or a truncated kernel.

With finitely many modes, γ is a finite sum of cosines and does not decay to zero unless it vanishes identically. A kernel that decays to zero can arise in the limit of a continuum of bath frequencies.

Applying this model to a real solvent or crystal involves, among other approximations, the assumption that the surroundings respond to the particle as linearly coupled harmonic oscillators.
